# Second-order response of PBE exchange to a weak cosine modulation of a uniform density

Suppose a calculation on a nearly uniform electron gas gives the wrong exchange response to a weak periodic perturbation, and you try to repair it by changing κ in the PBE exchange functional. To second order in the modulation nothing happens: with κ > 0 and μ ≥ 0, the response depends on μ and not on κ.

The physical question is how the exchange energy of a uniform gas changes when its density n0 acquires a ripple of amplitude t and wavenumber q,

n(x) = n0 + t cos(qx).

For n0, q > 0, the change in the average exchange energy density, divided by t², tends to

−C (n0^(−2/3)/9 + μ c² q² n0^(−4/3)/2) as t → 0.

Here C > 0 is the physical prefactor of local exchange, −C n^(4/3), and c is the constant in the reduced gradient s = c|n'|/n^(4/3).

## The rippled gas and its exchange energy

```lean
import Mathlib

open Real Filter Topology intervalIntegral

namespace PBEExchangeResponse

noncomputable section

/-- A uniform density `n0` with a cosine modulation of amplitude `t` and wavenumber `q`. -/
def density (n0 q t x : ℝ) : ℝ := n0 + t * cos (q * x)
```

`density n0 q t x` is n(x). Leaving off the last argument, as in `density n0 q t`, gives the density as a function of position.

```lean
/-- The reduced gradient `s = c |n'| / n^(4/3)`, for positive densities. -/
def reducedGradient (c : ℝ) (n : ℝ → ℝ) (x : ℝ) : ℝ := c * |deriv n x| / n x ^ (4 / 3 : ℝ)
```

This is s, built from the actual derivative `deriv n x`. The annotation `(4 / 3 : ℝ)` makes the exponent a real number.

```lean
/-- The average of `-C n^(4/3) F(s)` over one period of the modulated density,
for `q > 0` and `|t| < n0`. -/
def exchange (C c : ℝ) (F : ℝ → ℝ) (n0 q t : ℝ) : ℝ :=
  q / (2 * π) * ∫ x in (0 : ℝ)..(2 * π / q),
    -C * density n0 q t x ^ (4 / 3 : ℝ) * F (reducedGradient c (density n0 q t) x)
```

`exchange` is the average over one period,

E(t) = (q/2π) ∫₀^(2π/q) [−C n^(4/3) F(s)] dx,

so it is an energy density and not a total energy. The enhancement factor F is an argument, which lets the same definition serve many functionals. Identifying E(t) with the exchange energy per volume of a three-dimensional, spin-unpolarised gas rippled along x is a physical step made outside Lean.

```lean
/-- The PBE enhancement factor, for `κ > 0` and `μ ≥ 0`. -/
def pbe (κ μ s : ℝ) : ℝ := 1 + κ - κ / (1 + μ * s ^ 2 / κ)
```

This is F(s) = 1 + κ − κ/(1 + μs²/κ). The constant μ sets the strength of the gradient correction at small s, where F ≈ 1 + μs²; κ limits the enhancement at large s, keeping F below 1 + κ.

## Splitting off the t² term exactly

```lean
/-- The factor multiplying `t²` in the exact expansion of `n^(4/3) (1 + g s²)`, for cube roots
`a, y > 0` of the uniform and the local density, with `y³ = a³ + t k` and gradient `t w`. It still
depends on `t` through `y`. -/
def secondOrder (g c a k w y : ℝ) : ℝ :=
  k ^ 2 * ((3 * y ^ 2 + 2 * y * a + a ^ 2) / (3 * (y ^ 2 + y * a + a ^ 2) ^ 2))
    + g * (c * w) ^ 2 / y ^ 4
```

Write a = n0^(1/3) and y = n^(1/3) for the cube roots of the uniform and local densities. With k = cos θ, w = q sin θ and a number g, the definition reads

R = k²(3y² + 2ya + a²)/(3(y² + ya + a²)²) + g c²w²/y⁴.

The first term comes from local exchange, the second from the gradient. Since y depends on t, so does R: t²R is everything beyond the linear term, not only the quadratic Taylor term.

```lean
/-- The gradient of the modulated density is `-t q sin(qx)`. -/
theorem deriv_density (n0 q t x : ℝ) :
    deriv (density n0 q t) x = -(t * (q * sin (q * x))) := by
  have h1 : HasDerivAt (fun y : ℝ => q * y) q x := by
    simpa using (hasDerivAt_id x).const_mul q
  have h : HasDerivAt (density n0 q t) (-(t * (q * sin (q * x)))) x :=
    ((h1.cos.const_mul t).const_add n0).congr_deriv (by ring)
  exact h.deriv
```

The chain rule gives n'(x) = −t q sin(qx). In Lean, `HasDerivAt` states that a function has a given derivative at a point, and `h.deriv` turns that into the value of `deriv`.

```lean
/-- For `q > 0`, the period average of a function of the phase `qx` is its angular average. -/
theorem phase_average {q : ℝ} (hq : 0 < q) (g : ℝ → ℝ) :
    q / (2 * π) * (∫ x in (0 : ℝ)..(2 * π / q), g (q * x))
      = (∫ θ in (0 : ℝ)..(2 * π), g θ) / (2 * π) := by
  have e : q * (2 * π / q) = 2 * π := by field_simp
  rw [integral_comp_mul_left g hq.ne', mul_zero, e, smul_eq_mul]
  generalize (∫ θ in (0 : ℝ)..(2 * π), g θ) = I
  field_simp
```

Substitute θ = qx, so that dx = dθ/q and the upper limit becomes 2π:

(q/2π) ∫₀^(2π/q) g(qx) dx = (1/2π) ∫₀^(2π) g(θ) dθ.

In this theorem `g` is a function; in the next it is a number, the value at one point of the function G in an enhancement factor written as F(s) = 1 + G(s)s².

```lean
/-- Exact expansion of `n^(4/3) (1 + g s²)` for cube roots `a, y > 0` of the uniform and the
local density, with `y³ = a³ + t k` and gradient `t w`. -/
theorem exchange_expansion {a y t k : ℝ} (g c w : ℝ) (ha : 0 < a) (hy : 0 < y)
    (h : y ^ 3 = a ^ 3 + t * k) :
    y ^ 4 * (1 + g * (c * |t * w| / y ^ 4) ^ 2)
      = a ^ 4 + 4 / 3 * a * (t * k) + t ^ 2 * secondOrder g c a k w y := by
  have hk : t * k = (y - a) * (y ^ 2 + y * a + a ^ 2) := by linear_combination (-1) * h
  have aux : ∀ D N z : ℝ, D ≠ 0 → (z * D) ^ 2 * (N / (3 * D ^ 2)) = z ^ 2 * N / 3 := by
    intro D N z hD
    field_simp
  -- in the local part the factor (y - a)² splits off exactly
  have h1 := aux (y ^ 2 + y * a + a ^ 2) (3 * y ^ 2 + 2 * y * a + a ^ 2) (y - a) (by positivity)
  rw [← hk] at h1
  have h2 : y ^ 4 * (g * (c * |t * w| / y ^ 4) ^ 2) = t ^ 2 * (g * (c * w) ^ 2 / y ^ 4) := by
    rw [div_pow, mul_pow c, sq_abs]
    field_simp
  unfold secondOrder
  linear_combination h2 - h1 - 4 / 3 * a * hk
```

The hypothesis `h` says y³ = a³ + tk, which is n = n0 + t cos θ. The claim is

y⁴(1 + gs²) = a⁴ + (4/3)a t k + t²R, with s = c|tw|/y⁴.

For the local part, factor the difference of cubes:

tk = y³ − a³ = (y − a)(y² + ya + a²).

Multiplying out confirms that

y⁴ − a⁴ − (4/3)a(y³ − a³) = (y − a)²(3y² + 2ya + a²)/3.

Replacing (y − a)² by t²k²/(y² + ya + a²)² gives t² times the first term of R. For the gradient part,

y⁴ g (c|tw|/y⁴)² = t² g c²w²/y⁴.

In the proof, `hk` is the factorisation, `h1` the local part and `h2` the gradient part. The tactic `linear_combination` then checks that the goal is the stated combination of these equations. The sign of the gradient is immaterial, because only its absolute value enters.

## The limit for F(s) = 1 + G(s)s²

```lean
/-- Second-order exchange response of a uniform gas, `n0 > 0`, to a cosine modulation, `q > 0`,
for any enhancement factor `1 + G(s) s²` with `G` continuous. -/
theorem gga_response {n0 q : ℝ} (hn : 0 < n0) (hq : 0 < q) (C c : ℝ) {G : ℝ → ℝ}
    (hG : Continuous G) :
    Tendsto (fun t => (exchange C c (fun s => 1 + G s * s ^ 2) n0 q t
        - exchange C c (fun s => 1 + G s * s ^ 2) n0 q 0) / t ^ 2) (𝓝[≠] 0)
      (𝓝 (-C * (n0 ^ (-2 / 3 : ℝ) / 9 + G 0 * c ^ 2 * q ^ 2 * n0 ^ (-4 / 3 : ℝ) / 2))) := by
  have hlow (t θ : ℝ) (ht : |t| ≤ n0 / 2) : n0 / 2 ≤ n0 + t * cos θ := by
    have h := mul_le_of_le_one_right (abs_nonneg t) (abs_cos_le_one θ)
    rw [← abs_mul] at h
    linarith [neg_abs_le (t * cos θ)]
  obtain ⟨a, ha⟩ : ∃ a : ℝ, a = n0 ^ (1 / 3 : ℝ) := ⟨_, rfl⟩
  have hapos : 0 < a := ha ▸ rpow_pos_of_pos hn _
  have cube (n : ℝ) (h : 0 < n) : (n ^ (1 / 3 : ℝ)) ^ 3 = n ∧
      (n ^ (1 / 3 : ℝ)) ^ 4 = n ^ (4 / 3 : ℝ) := by
    constructor <;> rw [← rpow_natCast, ← rpow_mul h.le] <;> norm_num
  -- cube root of the density, cut off below at n0/2 to be continuous for all t
  obtain ⟨Y, hYc, hYpos, hY⟩ : ∃ Y : ℝ × ℝ → ℝ, Continuous Y ∧ (∀ p, 0 < Y p) ∧
      ∀ p, |p.1| ≤ n0 / 2 → Y p = (n0 + p.1 * cos p.2) ^ (1 / 3 : ℝ) := by
    refine ⟨fun p => (max (n0 / 2) (n0 + p.1 * cos p.2)) ^ (1 / 3 : ℝ),
      Continuous.rpow_const (by fun_prop) (fun p => Or.inr (by norm_num)),
      fun p => rpow_pos_of_pos (lt_max_of_lt_left (by linarith)) _, fun p hp => ?_⟩
    simp only [max_eq_right (hlow p.1 p.2 hp)]
  obtain ⟨R, hR⟩ : ∃ R : ℝ → ℝ → ℝ, ∀ t θ, R t θ = secondOrder
      (G (c * |t * (q * sin θ)| / Y (t, θ) ^ 4)) c a (cos θ) (q * sin θ) (Y (t, θ)) :=
    ⟨_, fun _ _ => rfl⟩
  have hRc : Continuous (Function.uncurry R) := by
    have h4 : ∀ p, Y p ^ 4 ≠ 0 := fun p => pow_ne_zero 4 (hYpos p).ne'
    have hs : Continuous fun p : ℝ × ℝ => c * |p.1 * (q * sin p.2)| / Y p ^ 4 :=
      Continuous.div (by fun_prop) (by fun_prop) h4
    have hGs : Continuous fun p : ℝ × ℝ => G (c * |p.1 * (q * sin p.2)| / Y p ^ 4) := hG.comp hs
    rw [show Function.uncurry R = fun p : ℝ × ℝ => secondOrder
      (G (c * |p.1 * (q * sin p.2)| / Y p ^ 4)) c a (cos p.2) (q * sin p.2) (Y p) from
      funext fun p => hR p.1 p.2]
    unfold secondOrder
    refine Continuous.add (Continuous.mul (by fun_prop)
      (Continuous.div (by fun_prop) (by fun_prop) fun p => ?_))
      (Continuous.div (Continuous.mul hGs (by fun_prop)) (by fun_prop) h4)
    have := hYpos p
    positivity
  -- the linear term averages out, leaving an exact formula for the energy
  have hE (t : ℝ) (ht : |t| ≤ n0 / 2) : exchange C c (fun s => 1 + G s * s ^ 2) n0 q t
      = -C * (a ^ 4 + t ^ 2 * ((∫ θ in (0 : ℝ)..(2 * π), R t θ) / (2 * π))) := by
    have hf (x : ℝ) : -C * density n0 q t x ^ (4 / 3 : ℝ)
        * (1 + G (reducedGradient c (density n0 q t) x)
          * reducedGradient c (density n0 q t) x ^ 2)
        = -C * (a ^ 4 + 4 / 3 * a * (t * cos (q * x)) + t ^ 2 * R t (q * x)) := by
      have hpos : 0 < n0 + t * cos (q * x) := by linarith [hlow t (q * x) ht]
      have hy := hY (t, q * x) ht
      have hd : density n0 q t x ^ (4 / 3 : ℝ) = Y (t, q * x) ^ 4 := by
        rw [hy, (cube _ hpos).2, density]
      have key := exchange_expansion (G (c * |t * (q * sin (q * x))| / Y (t, q * x) ^ 4))
        c (q * sin (q * x)) hapos (hYpos (t, q * x)) (k := cos (q * x)) (t := t)
        (by rw [hy, ha, (cube _ hpos).1, (cube _ hn).1])
      simp only [reducedGradient, deriv_density, abs_neg, hd, hR]
      linear_combination (-C) * key
    have hRt : Continuous fun θ => R t θ :=
      hRc.comp (by fun_prop : Continuous fun θ : ℝ => (t, θ))
    have i1 : Continuous fun _ : ℝ => a ^ 4 := continuous_const
    have i2 : Continuous fun θ : ℝ => 4 / 3 * a * (t * cos θ) := by fun_prop
    have i12 : Continuous fun θ : ℝ => a ^ 4 + 4 / 3 * a * (t * cos θ) := by fun_prop
    have i3 : Continuous fun θ : ℝ => t ^ 2 * R t θ := continuous_const.mul hRt
    have h2π : 2 * π ≠ 0 := by positivity
    simp only [exchange, hf]
    rw [phase_average hq (fun θ => -C * (a ^ 4 + 4 / 3 * a * (t * cos θ) + t ^ 2 * R t θ)),
      intervalIntegral.integral_const_mul,
      integral_add (i12.intervalIntegrable _ _) (i3.intervalIntegrable _ _),
      integral_add (i1.intervalIntegrable _ _) (i2.intervalIntegrable _ _)]
    simp only [intervalIntegral.integral_const_mul, intervalIntegral.integral_const,
      integral_cos, sin_two_pi, sin_zero, smul_eq_mul]
    rw [div_eq_iff h2π]
    linear_combination C * t ^ 2 * div_mul_cancel₀ (∫ θ in (0 : ℝ)..(2 * π), R t θ) h2π
  -- value of the averaged coefficient at t = 0
  have hR0 (θ : ℝ) : R 0 θ = 2 / (9 * a ^ 2) * cos θ ^ 2
      + G 0 * (c * q) ^ 2 / a ^ 4 * sin θ ^ 2 := by
    have hy : Y (0, θ) = a := by
      rw [hY (0, θ) (by rw [abs_zero]; linarith), ha, zero_mul, add_zero]
    have e1 : (3 * a ^ 2 + 2 * a * a + a ^ 2) / (3 * (a ^ 2 + a * a + a ^ 2) ^ 2)
        = 2 / (9 * a ^ 2) := by
      rw [div_eq_div_iff (by positivity) (by positivity)]
      ring
    rw [hR, hy]
    simp only [secondOrder, zero_mul, abs_zero, mul_zero, zero_div, e1]
    ring
  have hJ0 : (∫ θ in (0 : ℝ)..(2 * π), R 0 θ) / (2 * π)
      = n0 ^ (-2 / 3 : ℝ) / 9 + G 0 * c ^ 2 * q ^ 2 * n0 ^ (-4 / 3 : ℝ) / 2 := by
    have hp : n0 ^ (-2 / 3 : ℝ) = 1 / a ^ 2 ∧ n0 ^ (-4 / 3 : ℝ) = 1 / a ^ 4 := by
      constructor <;> rw [eq_div_iff (by positivity), ha, ← rpow_natCast, ← rpow_mul hn.le,
        ← rpow_add hn] <;> norm_num
    have j1 : Continuous fun θ : ℝ => 2 / (9 * a ^ 2) * cos θ ^ 2 := by fun_prop
    have j2 : Continuous fun θ : ℝ => G 0 * (c * q) ^ 2 / a ^ 4 * sin θ ^ 2 := by fun_prop
    simp only [hR0]
    rw [integral_add (j1.intervalIntegrable _ _) (j2.intervalIntegrable _ _),
      intervalIntegral.integral_const_mul, intervalIntegral.integral_const_mul, integral_cos_sq,
      integral_sin_sq, sin_two_pi, sin_zero, hp.1, hp.2, div_eq_iff (by positivity)]
    ring
  have hJ : Continuous fun t => -C * ((∫ θ in (0 : ℝ)..(2 * π), R t θ) / (2 * π)) :=
    continuous_const.mul
      ((continuous_parametric_intervalIntegral_of_continuous' hRc _ _).div_const _)
  have hlim := (hJ.tendsto 0).mono_left (nhdsWithin_le_nhds (s := {0}ᶜ))
  rw [hJ0] at hlim
  refine hlim.congr' ?_
  filter_upwards [self_mem_nhdsWithin, nhdsWithin_le_nhds
    (Icc_mem_nhds (a := -(n0 / 2)) (b := n0 / 2) (by linarith) (by linarith))] with t ht0 ht
  have ht1 : t ≠ 0 := ht0
  rw [hE t (abs_le.2 ⟨ht.1, ht.2⟩), hE 0 (by rw [abs_zero]; linarith),
    eq_div_iff (pow_ne_zero 2 ht1)]
  ring
```

The theorem takes n0 > 0, q > 0, any real C and c, and any continuous G. `Tendsto … (𝓝[≠] 0) (𝓝 L)` means that the quotient tends to L as t → 0 through nonzero values. Here

L = −C (n0^(−2/3)/9 + G(0) c² q² n0^(−4/3)/2).

By hand, restrict to |t| ≤ n0/2, so that n ≥ n0/2 everywhere (`hlow`). Insert the exact expansion with g = G(s) and average over θ. The cosine term vanishes, leaving

E(t) = −C [a⁴ + t² J(t)], J(t) = (1/2π) ∫₀^(2π) R(t,θ) dθ.

This is `hE`. Hence, for t ≠ 0,

(E(t) − E(0))/t² = −C J(t),

and it remains to find the limit of J. At t = 0 we have y = a and s = 0, so (`hR0`)

R(0,θ) = (2/(9a²)) cos²θ + (G(0)c²q²/a⁴) sin²θ.

Both squares average to 1/2, which gives (`hJ0`)

J(0) = 1/(9a²) + G(0)c²q²/(2a⁴).

Since a² = n0^(2/3) and a⁴ = n0^(4/3), this is the bracket in L.

To pass to the limit under the integral, it is enough that R is continuous in t and θ together. Lean obtains this by defining the cube root `Y` from the larger of n and n0/2. The cutoff keeps denominators positive for every t and changes nothing when |t| ≤ n0/2. `hRc` proves the joint continuity, and `hJ` concludes that −C J(t) is continuous. The closing `filter_upwards` restricts attention to small nonzero t, where the quotient equals −C J(t).

Continuity of G at s = 0 matters. Take G(0) = 1 and G(s) = 0 for s ≠ 0. Then G(s)s² = 0 for every s, so F = 1 and there is no gradient response. The formula would nevertheless predict one whenever C and c are nonzero.

## Putting in the PBE factor

```lean
/-- For `κ > 0` and `μ ≥ 0` the PBE factor is `1 + μ s² / (1 + μ s² / κ)`. -/
theorem pbe_eq {κ μ : ℝ} (hκ : 0 < κ) (hμ : 0 ≤ μ) (s : ℝ) :
    pbe κ μ s = 1 + μ / (1 + μ * s ^ 2 / κ) * s ^ 2 := by
  have hd : 1 + μ * s ^ 2 / κ ≠ 0 := by positivity
  have h1 : κ * (1 + μ * s ^ 2 / κ) = κ + μ * s ^ 2 := by field_simp
  unfold pbe
  generalize 1 + μ * s ^ 2 / κ = d at hd h1 ⊢
  have h3 : κ / d = κ - μ / d * s ^ 2 := by
    rw [div_eq_iff hd]
    linear_combination (-1) * h1 + s ^ 2 * div_mul_cancel₀ μ hd
  rw [h3]
  ring
```

Set d = 1 + μs²/κ, which is at least 1. From κd = κ + μs² we get κ/d = κ − μs²/d, and therefore

F(s) = 1 + κ − κ/d = 1 + (μ/d)s².

The proof names the denominator `d` with `generalize` and follows the same algebra; `h3` is the formula for κ/d.

```lean
/-- Second-order response of PBE exchange to a cosine modulation of a uniform gas,
for `n0, q, κ > 0` and `μ ≥ 0`. -/
theorem pbe_response {n0 q κ μ : ℝ} (hn : 0 < n0) (hq : 0 < q) (hκ : 0 < κ) (hμ : 0 ≤ μ)
    (C c : ℝ) :
    Tendsto (fun t => (exchange C c (pbe κ μ) n0 q t - exchange C c (pbe κ μ) n0 q 0) / t ^ 2)
      (𝓝[≠] 0)
      (𝓝 (-C * (n0 ^ (-2 / 3 : ℝ) / 9 + μ * c ^ 2 * q ^ 2 * n0 ^ (-4 / 3 : ℝ) / 2))) := by
  have hG : Continuous fun s : ℝ => μ / (1 + μ * s ^ 2 / κ) :=
    Continuous.div (by fun_prop) (by fun_prop) fun s => by positivity
  have h0 : μ / (1 + μ * (0 : ℝ) ^ 2 / κ) = μ := by simp
  have h := gga_response hn hq C c hG
  simp only [h0] at h
  rw [show pbe κ μ = fun s => 1 + μ / (1 + μ * s ^ 2 / κ) * s ^ 2 from funext (pbe_eq hκ hμ)]
  exact h

end

end PBEExchangeResponse
```

The PBE factor thus has G(s) = μ/(1 + μs²/κ). This is continuous (`hG`), and G(0) = μ (`h0`). `pbe_eq` puts `pbe` into the form 1 + G(s)s², and the general theorem then gives the limit stated at the start. The case μ = 0 is included and leaves only local exchange.

The result concerns the exchange part of the response in density-functional theory, for a single weak cosine on a uniform background. Correlation and spin polarisation are absent, and the limit carries no error estimate at finite t.

In a density-functional perturbation calculation, the density ripple t cos(qx) produces a first-order exchange potential f_x(q) t cos(qx). The second-order energy density is f_x(q)t²/4, so the kernel f_x(q) is four times the limit:

f_x(q) = −C (4n0^(−2/3)/9 + 2μc²q²n0^(−4/3)).

With the usual c = 1/(2(3π²)^(1/3)) and Fermi wavenumber k_F = (3π²n0)^(1/3), the ratio of the gradient term to the local term is (9/8)μ(q/k_F)². For μ = 0.22 and q = k_F, the gradient adds about 25 percent to the local response. This translation into a kernel is ordinary algebra added to the Lean theorem.

```lean
#print axioms PBEExchangeResponse.pbe_response
```

```
'PBEExchangeResponse.pbe_response' depends on axioms: [propext, Classical.choice, Quot.sound]
```
